# The multipole series of finitely many point charges in the plane converges to their field at any point farther from the origin than every charge

The theorem `hasSum_multipole` concerns finitely many point charges `q i` at positions `x i` in the complex plane, with the field at `z` defined as the sum of `q i / (z - x i)`, without physical prefactors. The charges may be complex, and the `k`-th moment about the origin is the sum of `q i * x i ^ k`. If `z` is strictly farther from the origin than every charge, the series whose terms are the `k`-th moment divided by `z ^ (k + 1)`, for `k` from 0 upwards, has the field as its sum. The attempt expands each charge's contribution as a geometric series in `x i / z`, whose norm is less than 1, and then adds the series over the finitely many charges.

As first written in Lean, the proof fails:

```lean
import Mathlib

open Finset

namespace HasSumMultipole

noncomputable section

variable {ι : Type*} [Fintype ι]

/-- The planar field at `z` of charges `q i` at the points `x i`, for `z` different from
every `x i`. -/
def planarField (q x : ι → ℂ) (z : ℂ) : ℂ := ∑ i, q i / (z - x i)

/-- The `k`-th multipole moment of the charges about the origin. -/
def moment (q x : ι → ℂ) (k : ℕ) : ℂ := ∑ i, q i * x i ^ k

/-- At a point farther from the origin than every charge, the infinite multipole series
converges to the field. -/
theorem hasSum_multipole (q x : ι → ℂ) {z : ℂ} (hx : ∀ i, ‖x i‖ < ‖z‖) :
    HasSum (fun k : ℕ => moment q x k / z ^ (k + 1)) (planarField q x z) := by
  -- each charge contributes a geometric series
  have hi : ∀ i ∈ (Finset.univ : Finset ι),
      HasSum (fun k : ℕ => q i * x i ^ k / z ^ (k + 1)) (q i / (z - x i)) := by
    intro i _
    have hpos : 0 < ‖z‖ := (norm_nonneg _).trans_lt (hx i)
    have hz : z ≠ 0 := norm_pos_iff.1 hpos
    have h : ‖x i / z‖ < 1 := by
      rw [norm_div, div_lt_one hpos]
      exact hx i
    have e : z * (1 - x i / z) = z - x i := by field_simp
    convert (hasSum_geometric_of_norm_lt_one h).mul_left (q i / z) using 1
    · funext k
      rw [div_pow, div_mul_div_comm, pow_succ']
    · rw [← div_eq_mul_inv, div_div, e]
  have hs := hasSum_sum hi
  simpa only [planarField, moment, Finset.sum_div] using hs

end

end HasSumMultipole
```

The error:

```
Main.lean:33:6: error: Tactic `apply` failed: could not unify the conclusion of `@funext`
  ?f = ?g
with the goal
  Complex.instAddCommMonoid =
    Complex.instNonUnitalCommRing.toNonUnitalNonAssocCommRing.toNonUnitalNonAssocSemiring.toAddCommMonoid

Note: The full type of `@funext` is
  ∀ {α : Sort ?u.117} {β : α → Sort ?u.116} {f g : (x : α) → β x}, (∀ (x : α), f x = g x) → f = g

case e'_3
ι : Type u_1
inst✝ : Fintype ι
q x : ι → ℂ
z : ℂ
hx : ∀ (i : ι), ‖x i‖ < ‖z‖
i : ι
a✝ : i ∈ univ
hpos : 0 < ‖z‖
hz : z ≠ 0
h : ‖x i / z‖ < 1
e : z * (1 - x i / z) = z - x i
⊢ Complex.instAddCommMonoid =
    Complex.instNonUnitalCommRing.toNonUnitalNonAssocCommRing.toNonUnitalNonAssocSemiring.toAddCommMonoid
Main.lean:35:10: error: Tactic `rewrite` failed: Did not find an occurrence of the pattern
  ?a * ?b⁻¹
in the target expression
  (fun k => q i * x i ^ k / z ^ (k + 1)) = fun i_1 => q i / z * (x i / z) ^ i_1

case e'_5
ι : Type u_1
inst✝ : Fintype ι
q x : ι → ℂ
z : ℂ
hx : ∀ (i : ι), ‖x i‖ < ‖z‖
i : ι
a✝ : i ∈ univ
hpos : 0 < ‖z‖
hz : z ≠ 0
h : ‖x i / z‖ < 1
e : z * (1 - x i / z) = z - x i
⊢ (fun k => q i * x i ^ k / z ^ (k + 1)) = fun i_1 => q i / z * (x i / z) ^ i_1
Main.lean:24:77: error: unsolved goals
case e'_6
ι : Type u_1
inst✝ : Fintype ι
q x : ι → ℂ
z : ℂ
hx : ∀ (i : ι), ‖x i‖ < ‖z‖
i : ι
a✝ : i ∈ univ
hpos : 0 < ‖z‖
hz : z ≠ 0
h : ‖x i / z‖ < 1
e : z * (1 - x i / z) = z - x i
⊢ q i / (z - x i) = q i / z * (1 - x i / z)⁻¹
```

Diagnosis. All three errors come from one miscount of goals. The proof expects `convert ... using 1` to leave two goals, equality of the terms and equality of the sums, but it leaves three. The first asks that two `AddCommMonoid` instances on `ℂ` be equal: `Complex.instAddCommMonoid` and the one obtained through the ring structure.

So the first bullet applies `funext k` to an equality of instances, which are not functions. The second bullet, written for the sums, meets the equality of terms, where its first rewrite finds no product of the form `?a * ?b⁻¹`. The equality of sums has no bullet and stays unsolved.

The repair states the two intended equalities as `hf` and `hv`, each proved by the rewrites already written for it. After `rw [hf, hv]`, the terms and sum match those of the geometric series, and `exact` supplies that result. The instances no longer appear as a separate goal, because `exact` accepts them as equal by definition when it checks the type.

The change, after which it compiles:

```diff
@@ -30,8 +30,12 @@
       exact hx i
     have e : z * (1 - x i / z) = z - x i := by field_simp
-    convert (hasSum_geometric_of_norm_lt_one h).mul_left (q i / z) using 1
-    · funext k
+    have hf : (fun k : ℕ => q i * x i ^ k / z ^ (k + 1))
+        = fun k : ℕ => q i / z * (x i / z) ^ k := by
+      funext k
       rw [div_pow, div_mul_div_comm, pow_succ']
-    · rw [← div_eq_mul_inv, div_div, e]
+    have hv : q i / (z - x i) = q i / z * (1 - x i / z)⁻¹ := by
+      rw [← div_eq_mul_inv, div_div, e]
+    rw [hf, hv]
+    exact (hasSum_geometric_of_norm_lt_one h).mul_left (q i / z)
   have hs := hasSum_sum hi
   simpa only [planarField, moment, Finset.sum_div] using hs
```
